# The linear interpolant between the identity and a rotation is singular exactly at the midpoint of a half turn

## Why did my halfway structure become a line?

I build a starting path between two molecular structures by interpolating the Cartesian coordinates linearly. In one case the final structure is just the initial one turned by 180° about z, and the middle image has every atom on the z axis. With a 90° turn the middle image only looks too thin. Is this a bug in my script, and which angles are dangerous?

## Only a half turn collapses, and only at t = 1/2

Your script is fine. For a rotation R about z by θ, the interpolant (1−t)1 + tR has determinant

1 − 2t(1−t)(1−cos θ),

which is zero exactly when t = 1/2 and cos θ = −1. Other angles, whole turns aside, make the structure thinner at intermediate t without flattening it onto the axis. Angles near 180° are still dangerous: at 170° the distances from the axis in the middle image are only about 0.09 of those in the initial structure.

The determinant can be found for any rotation R, that is, any real 3×3 matrix with RᵀR = 1 and det R = 1. Write T for its trace and M for the sum of its three principal 2×2 minors. The adjugate of R satisfies

adj R = RᵀR adj R = Rᵀ det R = Rᵀ,

and taking traces gives M = T. Expanding the determinant in powers of t and 1−t,

det((1−t)1 + tR) = (1−t)³ + (1−t)²t T + (1−t)t² M + t³
= (1−t)³ + t³ + t(1−t)T
= 1 − t(1−t)(3−T).

To find the zeros, we need the range of T. The columns of R have unit length, so the squares of all its entries sum to 3. With indices 0, 1, 2 for x, y, z, this and M = T give

(1+T)² + (R₂₁−R₁₂)² + (R₀₂−R₂₀)² + (R₁₀−R₀₁)² = 1 + 2T + 3 + 2M = 4(1+T).

Hence (1+T)² ≤ 4(1+T), so −1 ≤ T ≤ 3. Since 4t(1−t) = 1 − (1−2t)²,

4 det((1−t)1 + tR) = (1+T) + (1−2t)²(3−T).

Both terms are non-negative. Their sum vanishes only if T = −1, and then 4(1−2t)² = 0 forces t = 1/2. Conversely, these values give zero. The condition T = −1 means a half turn: the identity above then makes R symmetric, so R² = RᵀR = 1, while R ≠ 1. About z, T = 1 + 2cos θ, which yields the formula above.

For the atoms themselves, set a = 1 − t + t cos θ and b = t sin θ. An atom at (x, y, z) goes to

(ax − by, bx + ay, z),

so its squared distance from the axis is multiplied by

a² + b² = (1−t)² + 2t(1−t)cos θ + t² = 1 − 2t(1−t)(1−cos θ),

the determinant again. At t = 1/2 and cos θ = −1, both a and b vanish, and every atom lands at (0, 0, z). Two atoms at equal height then coincide, which makes that image useless as input to an energy calculation.

In the Lean file, `IsRotation` states the two conditions on R, and `lerp R t` is the interpolant. The name is short for linear interpolation; the result is generally not a rotation. `rotZ θ` turns column vectors counterclockwise by θ in radians. A position is a function `v : Fin 3 → ℝ`, with `v 0`, `v 1`, `v 2` for x, y, z, and `*ᵥ` applies a matrix to it. The parameter t may be any real number, so the range 0 ≤ t ≤ 1 of an actual path is included.

```lean
import Mathlib

open Matrix

namespace InterpolatedRotation

noncomputable section

/-- A proper rotation of three-dimensional space: an orthogonal real matrix of determinant one. -/
def IsRotation (R : Matrix (Fin 3) (Fin 3) ℝ) : Prop :=
  Rᵀ * R = 1 ∧ R.det = 1

/-- The linear interpolant `(1 - t) 1 + t R` between the identity and the matrix `R`. -/
def lerp (R : Matrix (Fin 3) (Fin 3) ℝ) (t : ℝ) : Matrix (Fin 3) (Fin 3) ℝ :=
  (1 - t) • (1 : Matrix (Fin 3) (Fin 3) ℝ) + t • R

/-- The rotation about the z axis by the angle `θ`. -/
def rotZ (θ : ℝ) : Matrix (Fin 3) (Fin 3) ℝ :=
  !![Real.cos θ, -Real.sin θ, 0; Real.sin θ, Real.cos θ, 0; 0, 0, 1]

/-- The three principal 2 by 2 minors of a rotation matrix add up to its trace. -/
theorem sum_minors_eq_trace {R : Matrix (Fin 3) (Fin 3) ℝ} (h : IsRotation R) :
    (R 1 1 * R 2 2 - R 1 2 * R 2 1) + (R 0 0 * R 2 2 - R 0 2 * R 2 0)
      + (R 0 0 * R 1 1 - R 0 1 * R 1 0) = R.trace := by
  -- the adjugate of a rotation is its transpose
  have adj : R.adjugate = Rᵀ := by
    calc R.adjugate = (Rᵀ * R) * R.adjugate := by rw [h.1, one_mul]
      _ = Rᵀ := by rw [mul_assoc, Matrix.mul_adjugate, h.2, one_smul, mul_one]
  have e := congrArg Matrix.trace adj
  simp [Matrix.trace_fin_three, Matrix.adjugate_fin_three] at e
  rw [Matrix.trace_fin_three]
  linear_combination e

/-- The trace of a rotation matrix lies between -1 and 3. -/
theorem trace_bounds {R : Matrix (Fin 3) (Fin 3) ℝ} (h : IsRotation R) :
    -1 ≤ R.trace ∧ R.trace ≤ 3 := by
  have c0 := congrFun (congrFun h.1 0) 0
  have c1 := congrFun (congrFun h.1 1) 1
  have c2 := congrFun (congrFun h.1 2) 2
  simp [Matrix.mul_apply, Fin.sum_univ_three] at c0 c1 c2
  have hm := sum_minors_eq_trace h
  rw [Matrix.trace_fin_three] at hm ⊢
  -- the antisymmetric part of the matrix is tied to its trace
  have key : (1 + (R 0 0 + R 1 1 + R 2 2)) ^ 2 + (R 2 1 - R 1 2) ^ 2 + (R 0 2 - R 2 0) ^ 2
      + (R 1 0 - R 0 1) ^ 2 = 4 * (1 + (R 0 0 + R 1 1 + R 2 2)) := by
    linear_combination c0 + c1 + c2 + 2 * hm
  have hle : (1 + (R 0 0 + R 1 1 + R 2 2)) ^ 2 ≤ 4 * (1 + (R 0 0 + R 1 1 + R 2 2)) := by
    linarith [sq_nonneg (R 2 1 - R 1 2), sq_nonneg (R 0 2 - R 2 0), sq_nonneg (R 1 0 - R 0 1)]
  constructor
  · linarith [sq_nonneg (1 + (R 0 0 + R 1 1 + R 2 2))]
  · nlinarith [sq_nonneg (1 + (R 0 0 + R 1 1 + R 2 2) - 4)]

/-- The determinant of the linear interpolant between the identity and a rotation `R`
depends only on `t` and on the trace of `R`. -/
theorem det_lerp {R : Matrix (Fin 3) (Fin 3) ℝ} (h : IsRotation R) (t : ℝ) :
    (lerp R t).det = 1 - t * (1 - t) * (3 - R.trace) := by
  have hm := sum_minors_eq_trace h
  have hd := h.2
  rw [Matrix.trace_fin_three] at hm ⊢
  rw [Matrix.det_fin_three] at hd ⊢
  simp only [lerp, Matrix.add_apply, Matrix.smul_apply, Matrix.one_apply, smul_eq_mul,
    Fin.reduceEq, ↓reduceIte]
  linear_combination t ^ 3 * hd + (1 - t) * t ^ 2 * hm

/-- The linear interpolant between the identity and a rotation is singular exactly at the
midpoint `t = 1/2` of a rotation whose trace is -1. -/
theorem det_lerp_eq_zero_iff {R : Matrix (Fin 3) (Fin 3) ℝ} (h : IsRotation R) (t : ℝ) :
    (lerp R t).det = 0 ↔ t = 1 / 2 ∧ R.trace = -1 := by
  obtain ⟨lo, hi⟩ := trace_bounds h
  rw [det_lerp h]
  constructor
  · intro e
    -- four times the determinant is a sum of two non-negative terms
    have key : (1 + R.trace) + (1 - 2 * t) ^ 2 * (3 - R.trace) = 0 := by
      linear_combination 4 * e
    have hn : 0 ≤ (1 - 2 * t) ^ 2 * (3 - R.trace) :=
      mul_nonneg (sq_nonneg _) (by linarith)
    have hT : R.trace = -1 := by linarith
    rw [hT] at key
    have hu : (1 - 2 * t) ^ 2 = 0 := by linarith
    have hu' : 1 - 2 * t = 0 := (pow_eq_zero_iff two_ne_zero).mp hu
    exact ⟨by linarith, hT⟩
  · rintro ⟨rfl, hT⟩
    rw [hT]
    norm_num

/-- The matrix `rotZ θ` is a proper rotation for every angle `θ`. -/
theorem isRotation_rotZ_witness (θ : ℝ) : IsRotation (rotZ θ) := by
  have hsc := Real.sin_sq_add_cos_sq θ
  constructor
  · ext i j
    fin_cases i <;> fin_cases j <;>
      simp [rotZ, Matrix.mul_apply, Fin.sum_univ_three] <;> nlinarith
  · rw [Matrix.det_fin_three]
    simp [rotZ]
    nlinarith

/-- For the rotation about the z axis by `θ`, the linear interpolant has determinant
`1 - 2 t (1 - t) (1 - cos θ)`, and it is singular exactly when `t = 1/2` and `cos θ = -1`. -/
theorem det_lerp_rotZ (θ t : ℝ) :
    (lerp (rotZ θ) t).det = 1 - 2 * t * (1 - t) * (1 - Real.cos θ) ∧
      ((lerp (rotZ θ) t).det = 0 ↔ t = 1 / 2 ∧ Real.cos θ = -1) := by
  have hT : (rotZ θ).trace = 1 + 2 * Real.cos θ := by
    rw [Matrix.trace_fin_three]
    simp [rotZ]
    ring
  constructor
  · rw [det_lerp (isRotation_rotZ_witness θ), hT]
    ring
  · rw [det_lerp_eq_zero_iff (isRotation_rotZ_witness θ), hT]
    constructor
    · rintro ⟨h1, h2⟩
      exact ⟨h1, by linarith⟩
    · rintro ⟨h1, h2⟩
      exact ⟨h1, by linarith⟩

/-- The position to which the interpolated rotation about the z axis sends an atom at `v`. -/
theorem lerp_rotZ_mulVec (θ t : ℝ) (v : Fin 3 → ℝ) :
    lerp (rotZ θ) t *ᵥ v =
      ![(1 - t + t * Real.cos θ) * v 0 - t * Real.sin θ * v 1,
        t * Real.sin θ * v 0 + (1 - t + t * Real.cos θ) * v 1, v 2] := by
  ext i
  fin_cases i <;>
    simp [lerp, rotZ, Matrix.mulVec, dotProduct, Fin.sum_univ_three, Matrix.one_apply]
  ring

/-- Interpolating a rotation about the z axis multiplies the squared distance of every atom
from that axis by the determinant of the interpolant. -/
theorem axis_distance_sq (θ t : ℝ) (v : Fin 3 → ℝ) :
    (lerp (rotZ θ) t *ᵥ v) 0 ^ 2 + (lerp (rotZ θ) t *ᵥ v) 1 ^ 2 =
      (lerp (rotZ θ) t).det * (v 0 ^ 2 + v 1 ^ 2) := by
  rw [lerp_rotZ_mulVec, (det_lerp_rotZ θ t).1]
  simp only [Matrix.cons_val_zero, Matrix.cons_val_one]
  linear_combination t ^ 2 * (v 0 ^ 2 + v 1 ^ 2) * Real.sin_sq_add_cos_sq θ

/-- If the interpolant of a rotation about the z axis is singular, it projects every atom
onto the z axis and leaves its height unchanged. -/
theorem collapse_onto_axis {θ t : ℝ} (h : (lerp (rotZ θ) t).det = 0) (v : Fin 3 → ℝ) :
    lerp (rotZ θ) t *ᵥ v = ![0, 0, v 2] := by
  obtain ⟨rfl, hc⟩ := (det_lerp_rotZ θ t).2.mp h
  -- a half turn has vanishing sine
  have hs : Real.sin θ = 0 := by
    have hsc := Real.sin_sq_add_cos_sq θ
    rw [hc] at hsc
    exact (pow_eq_zero_iff two_ne_zero).mp (by linarith)
  rw [lerp_rotZ_mulVec, hc, hs]
  norm_num

end

end InterpolatedRotation
```

```lean
#print axioms InterpolatedRotation.det_lerp_eq_zero_iff
#print axioms InterpolatedRotation.axis_distance_sq
#print axioms InterpolatedRotation.collapse_onto_axis
```

```
'InterpolatedRotation.det_lerp_eq_zero_iff' depends on axioms: [propext, Classical.choice, Quot.sound]
'InterpolatedRotation.axis_distance_sq' depends on axioms: [propext, Classical.choice, Quot.sound]
'InterpolatedRotation.collapse_onto_axis' depends on axioms: [propext, Classical.choice, Quot.sound]
```

`sum_minors_eq_trace` proves M = T through the adjugate. `trace_bounds` reads the unit lengths of the columns off the diagonal of RᵀR = 1, combines them with M = T into the identity called `key`, and drops the three squares to bound T.

`det_lerp` expands the 3×3 determinant entry by entry. Its `linear_combination` step uses det R = 1 with weight t³ and M = T with weight (1−t)t², just as in the expansion above. `det_lerp_eq_zero_iff` multiplies the determinant by four, obtains the sum of two non-negative terms, and reads off first the trace and then t.

`isRotation_rotZ_witness` checks the nine entries of RᵀR and the determinant for the z rotation, using sin²θ + cos²θ = 1. This lets `det_lerp_rotZ` specialise the general results by inserting the trace. `lerp_rotZ_mulVec` computes the image of a position, `axis_distance_sq` compares squared distances, and `collapse_onto_axis` deduces sin θ = 0 from cos θ = −1 before substituting.

For simulation practice, this concerns initial guesses for reaction paths, in the restricted case where the end structure is a rigidly rotated copy of the first. The file puts the rotation axis through the origin; for a parallel axis elsewhere the structure collapses onto that axis in the same way, because the weights 1 − t and t add up to one. The step left to you is to establish that your two structures are related in this way, with matching atom order; a real path usually also changes the internal geometry.

A different model would describe R by a unit axis and an angle φ. The trace would then be 1 + 2cos φ, and the singular case would read directly as a half turn about any axis. Covering all matrices that satisfy `IsRotation` would, however, require a proof that each has such an axis and angle. The trace avoids that.

The midpoint also shows how the thinning sets in. At t = 1/2 the determinant is (1 + cos θ)/2 = cos²(θ/2), so distances from the axis shrink by the factor |cos(θ/2)|. For your 90° turn this is about 0.71. For small θ it is close to 1 − θ²/8, and at θ = 0 nothing moves at all.
